# All N-electron determinants in n spin orbitals can be listed with one single excitation per step

To run through a full configuration-interaction space by moving one electron at a time, one must first say what counts as a determinant. Here it is the finite set of its occupied spin orbitals, also called a string. This records which orbitals are filled, but not the sign of the Slater determinant.

With this choice, all determinants of $N$ electrons in $n$ spin orbitals can be listed, each exactly once, so that neighbours in the list differ by a single excitation. The list has $\binom nN$ entries. In a configuration-interaction program such an order allows occupation data to be updated one electron at a time, for a finite orbital set and without spin or point-group selection.

The list leaves out the fermionic phase. Let $a_i$ remove an electron from the occupied orbital $i$, and let $a_a^\dagger$ put one into the empty orbital $a$. Then $a_a^\dagger a_i$ turns one Slater determinant into the next only up to a sign. If the orbitals in every determinant are written in a fixed order, this sign can be computed from the occupations.

```lean
import Mathlib

namespace RevolvingDoor
```

## The electron leaves an occupied orbital and enters an empty one

A single excitation takes a string $s$ to $t=(s\setminus\{i\})\cup\{a\}$, with $i\in s$ and $a\notin s$. The letters $i$ and $a$ refer to the current determinant, not to a Hartree–Fock reference as in most textbooks, and no orbital energies are involved.

```lean
/-- The determinant `t` arises from `s` by moving one electron from an occupied orbital `i`
to an empty orbital `a`. -/
def SingleExcitation {α : Type*} [DecidableEq α] (s t : Finset α) : Prop :=
  ∃ i ∈ s, ∃ a, a ∉ s ∧ t = insert a (s.erase i)
```

Both conditions keep the electron number fixed. Without $i\in s$, the empty string could go to $\{0\}$, which creates an electron. Without $a\notin s$, the choice $s=\{0,1\}$, $i=0$, $a=1$ gives $\{1\}$, which destroys one.

The order itself is recursive. Write $L(n,N)$ for `revolvingDoor n N`, the list of $N$-electron strings in orbitals $0,\dots,n-1$. For no electrons it is $[\varnothing]$; for no orbitals and at least one electron it is empty. Otherwise

$$L(n+1,N+1)=L(n,N+1)\;\text{followed by}\;\{n\}\cup s\ \text{for } s \text{ in reversed } L(n,N).$$

The "top" orbital $n$ is the one with the highest number. For two electrons in four orbitals the order is $01,12,02,23,13,03$.

```lean
/-- The revolving-door list of `N`-electron strings in the orbitals `0, …, n - 1`: first the
strings with the top orbital empty, then, in reversed order, those with it occupied. -/
def revolvingDoor : ℕ → ℕ → List (Finset ℕ)
  | 0, 0 => [∅]
  | 0, _ + 1 => []
  | _ + 1, 0 => [∅]
  | n + 1, N + 1 =>
      revolvingDoor n (N + 1) ++ (revolvingDoor n N).reverse.map (insert n)
```

The reversal is easily forgotten. Without it the recursion gives $01,02,12,03,13,23$, and the step from $12$ to $03$ moves two electrons.

A reversed list still proceeds by single excitations because each one can be undone. Since $i\in s$ and $a\notin s$, we have $i\ne a$. Hence $a\in t$, $i\notin t$ and $(t\setminus\{a\})\cup\{i\}=s$. The proof below supplies $a$ and $i$ in exchanged roles and checks these three facts.

```lean
/-- The reverse of a single excitation is a single excitation. -/
theorem SingleExcitation.symm {α : Type*} [DecidableEq α] {s t : Finset α}
    (h : SingleExcitation s t) : SingleExcitation t s := by
  obtain ⟨i, hi, a, ha, rfl⟩ := h
  refine ⟨a, Finset.mem_insert_self _ _, i, ?_, ?_⟩
  · intro h
    rcases Finset.mem_insert.1 h with h | h
    · exact ha (h ▸ hi)
    · exact (Finset.mem_erase.1 h).1 rfl
  · rw [Finset.erase_insert (fun h => ha (Finset.mem_of_mem_erase h)), Finset.insert_erase hi]
```

## The top orbital is empty in the shorter strings

The second block adds a spectator electron in orbital $n$ to every string of $L(n,N)$. If $n$ is in neither $s$ nor $t$, and $t=(s\setminus\{i\})\cup\{a\}$, then $i\ne n$, $a\ne n$ and

$$t\cup\{n\}=\bigl((s\cup\{n\})\setminus\{i\}\bigr)\cup\{a\}.$$

So the excitation survives. It need not survive if $n$ is occupied in $t$: the excitation from $\{0\}$ to $\{n\}$, with $n>0$, becomes the pair $\{0,n\}$, $\{n\}$, whose electron numbers differ.

For this reason the next lemma, which carries a chain through a map `f`, asks that related strings have related images only when they are members of the list. `IsChain` means that each entry is related to the next one. The lemma is proved by recursion on the list, one neighbouring pair at a time.

```lean
/-- If a relabelling carries related members of a list to related images, it carries a chain
to a chain. -/
theorem isChain_map_of_mem {α β : Type*} {R : α → α → Prop} {S : β → β → Prop} (f : α → β) :
    ∀ l : List α, (∀ a ∈ l, ∀ b ∈ l, R a b → S (f a) (f b)) →
      l.IsChain R → (l.map f).IsChain S
  | [], _, _ => by simp
  | [a], _, _ => by simp
  | a :: b :: l, h, hc => by
    rw [List.isChain_cons_cons] at hc
    have ih := isChain_map_of_mem f (b :: l) (fun x hx y hy =>
      h x (List.mem_cons_of_mem _ hx) y (List.mem_cons_of_mem _ hy)) hc.2
    simp only [List.map_cons] at ih ⊢
    rw [List.isChain_cons_cons]
    exact ⟨h a (by simp) b (by simp) hc.1, ih⟩
```

That the top orbital really is empty follows from knowing which strings occur. By induction on $n$, $L(n,N)$ contains exactly the $N$-element subsets of $\{0,\dots,n-1\}$: a subset of $\{0,\dots,n\}$ with $N+1$ elements either omits $n$ or consists of $n$ and $N$ lower orbitals. These cases are the two blocks. In Lean, `Finset.powersetCard_succ_insert` makes the same split.

```lean
/-- The revolving-door list contains exactly the sets of `N` orbitals chosen from the
first `n`. -/
theorem mem_revolvingDoor {n N : ℕ} {s : Finset ℕ} :
    s ∈ revolvingDoor n N ↔ s ∈ (Finset.range n).powersetCard N := by
  induction n generalizing N s with
  | zero =>
    cases N with
    | zero => simp [revolvingDoor]
    | succ N =>
      have h : (Finset.range 0).powersetCard (N + 1) = ∅ :=
        Finset.powersetCard_eq_empty.2 (by simp)
      rw [h]
      simp [revolvingDoor]
  | succ n ih =>
    cases N with
    | zero => simp [revolvingDoor]
    | succ N =>
      -- the top orbital is either empty or occupied
      rw [Finset.range_add_one, Finset.powersetCard_succ_insert Finset.notMem_range_self]
      simp only [revolvingDoor, List.mem_append, List.mem_map, List.mem_reverse,
        Finset.mem_union, Finset.mem_image, ih]
```

The same fact excludes repetitions. A string of the first block lacks $n$ and one of the second contains it, so the blocks are disjoint. Within the second block, removing $n$ recovers the shorter string, so different strings stay different. The local statement `top` supplies the empty orbital in both arguments.

```lean
/-- No string occurs twice in the revolving-door list. -/
theorem nodup_revolvingDoor (n N : ℕ) : (revolvingDoor n N).Nodup := by
  induction n generalizing N with
  | zero => cases N <;> simp [revolvingDoor]
  | succ n ih =>
    cases N with
    | zero => simp [revolvingDoor]
    | succ N =>
      have top : ∀ {M : ℕ} {s : Finset ℕ}, s ∈ revolvingDoor n M → n ∉ s := fun hs h =>
        Finset.notMem_range_self ((Finset.mem_powersetCard.1 (mem_revolvingDoor.1 hs)).1 h)
      rw [revolvingDoor]
      refine List.Nodup.append (ih _) (List.Nodup.map_on ?_ (List.nodup_reverse.2 (ih _))) ?_
      · intro s hs t ht h
        rw [← Finset.erase_insert (top (List.mem_reverse.1 hs)), h,
          Finset.erase_insert (top (List.mem_reverse.1 ht))]
      · intro s hs ht
        obtain ⟨u, _, rfl⟩ := List.mem_map.1 ht
        exact top hs (Finset.mem_insert_self _ _)
```

## There are enough orbitals for the electrons

By the Pauli principle a spin orbital holds at most one electron, so $N$ electrons in $n$ spin orbitals require $N\le n$. This condition is needed to speak of a first or last string: with one electron and no orbital, the list is empty. For $N=n$ there is only the filled string, as the next lemma records.

```lean
/-- With more electrons than orbitals there is no string, and with equally many there is only
the completely filled one. -/
theorem revolvingDoor_edge (n : ℕ) :
    (∀ N, n < N → revolvingDoor n N = []) ∧ revolvingDoor n n = [Finset.range n] := by
  have hempty : ∀ m N, m < N → revolvingDoor m N = [] := by
    intro m N h
    refine List.eq_nil_iff_forall_not_mem.2 fun s hs => ?_
    obtain ⟨h1, h2⟩ := Finset.mem_powersetCard.1 (mem_revolvingDoor.1 hs)
    have h3 := Finset.card_le_card h1
    rw [Finset.card_range] at h3
    omega
  refine ⟨hempty n, ?_⟩
  induction n with
  | zero => simp [revolvingDoor]
  | succ n ih =>
    rw [revolvingDoor, hempty n (n + 1) (Nat.lt_succ_self n), ih, Finset.range_add_one]
    rfl
```

For $N\le n$ the first string is $\{0,\dots,N-1\}$, read as $\varnothing$ when $N=0$. By induction, it comes from the first block if that block is non-empty; otherwise the whole list is the single filled string. The case distinction in the proof is the same. Lean's `head?` returns an optional value, and `some` says that a first string exists.

```lean
/-- For `N ≤ n` the list starts with the string that fills the lowest `N` orbitals. -/
theorem head_revolvingDoor {n N : ℕ} (h : N ≤ n) :
    (revolvingDoor n N).head? = some (Finset.range N) := by
  induction n generalizing N with
  | zero =>
    obtain rfl : N = 0 := by omega
    simp [revolvingDoor]
  | succ n ih =>
    cases N with
    | zero => simp [revolvingDoor]
    | succ N =>
      rcases Nat.lt_or_ge n (N + 1) with h' | h'
      · obtain rfl : N = n := by omega
        rw [(revolvingDoor_edge _).2]
        rfl
      · rw [revolvingDoor, List.head?_append, ih h']
        rfl
```

The last string of $L(n+1,N+1)$ is the first string of $L(n,N)$ with $n$ added, because the second block is reversed. It is therefore $\{0,\dots,N-1\}\cup\{n\}$.

```lean
/-- For `N ≤ n`, the list for `N + 1` electrons in `n + 1` orbitals ends with the string that
fills the lowest `N` orbitals and the top one. -/
theorem last_revolvingDoor {n N : ℕ} (h : N ≤ n) :
    (revolvingDoor (n + 1) (N + 1)).getLast? = some (insert n (Finset.range N)) := by
  rw [revolvingDoor, List.getLast?_append, List.getLast?_map, List.getLast?_reverse,
    head_revolvingDoor h]
  rfl
```

These end strings settle the junction of the two blocks in $L(n+1,N+1)$. If $n=0$, the first block is empty and there is no junction. Let $n=m+1$. If $N>m$, the first block $L(m+1,N+1)$ is again empty. If $N\le m$, it ends with $\{0,\dots,N-1\}\cup\{m\}$, and there are two cases.

- For $N=0$, the second block is just $\{m+1\}$, and the electron moves from $m$ to $m+1$.
- For $N=K+1$, the first block ends with $\{0,\dots,K\}\cup\{m\}$ and the second begins with $\{0,\dots,K-1\}\cup\{m,m+1\}$. The electron moves from $K$ to $m+1$; here $K<m$, so orbital $m$ stays filled.

Induction on $n$ now gives the whole chain. The first block is a chain by hypothesis, the second by reversibility and the spectator argument, and the junction by the cases above. `List.isChain_append` splits the Lean goal into these three parts.

```lean
/-- Consecutive strings of the revolving-door list differ by a single excitation. -/
theorem isChain_revolvingDoor (n N : ℕ) : (revolvingDoor n N).IsChain SingleExcitation := by
  induction n generalizing N with
  | zero => cases N <;> simp [revolvingDoor]
  | succ n ih =>
    cases N with
    | zero => simp [revolvingDoor]
    | succ N =>
      rw [revolvingDoor, List.isChain_append]
      refine ⟨ih _, ?_, ?_⟩
      · -- an electron in the top orbital is a spectator
        apply isChain_map_of_mem (R := SingleExcitation)
        · intro s hs t ht h
          have top : ∀ u ∈ (revolvingDoor n N).reverse, n ∉ u := fun u hu h =>
            Finset.notMem_range_self ((Finset.mem_powersetCard.1
              (mem_revolvingDoor.1 (List.mem_reverse.1 hu))).1 h)
          have hns := top s hs
          have hnt := top t ht
          obtain ⟨i, hi, a, ha, rfl⟩ := h
          have hni : n ≠ i := fun e => hns (e ▸ hi)
          have han : a ≠ n := fun e => hnt (e ▸ Finset.mem_insert_self _ _)
          refine ⟨i, Finset.mem_insert_of_mem hi, a, ?_, ?_⟩
          · exact fun h => (Finset.mem_insert.1 h).elim han ha
          · rw [Finset.erase_insert_of_ne hni, Finset.insert_comm]
        · rw [List.isChain_reverse]
          refine List.IsChain.imp ?_ (ih N)
          intro a b h
          exact h.symm
      · -- the junction of the two blocks
        intro s hs t ht
        rw [List.head?_map, List.head?_reverse] at ht
        obtain _ | m := n
        · simp [revolvingDoor] at hs
        by_cases h : N ≤ m
        · rw [last_revolvingDoor h] at hs
          obtain rfl := Option.mem_some_iff.1 hs
          obtain _ | K := N
          · obtain rfl : insert (m + 1) ∅ = t := by simpa [revolvingDoor] using ht
            exact ⟨m, by simp, m + 1, by simp, by simp⟩
          · rw [last_revolvingDoor (by omega : K ≤ m)] at ht
            obtain rfl : insert (m + 1) (insert m (Finset.range K)) = t := by simpa using ht
            refine ⟨K, by simp, m + 1, ?_, ?_⟩
            · simp only [Finset.mem_insert, Finset.mem_range]
              omega
            · ext x
              simp only [Finset.mem_insert, Finset.mem_erase, Finset.mem_range]
              omega
        · rw [(revolvingDoor_edge _).1 _ (by omega)] at hs
          simp at hs
```

## At least one electron and one empty orbital close the tour

The condition $0<N<n$ provides an electron to move and a vacancy to receive it. Put $N=K+1$ and $n=m+1$, so that $K<m$. The last string is $\{0,\dots,K-1\}\cup\{m\}$ and the first is $\{0,\dots,K\}$. Moving the electron from $m$ to $K$ closes the tour, and the proof supplies exactly these two orbitals.

Without $0<N$, the case $N=0$, $n=1$ fails: the only string is $\varnothing$, with no electron to move. Without $N<n$, the case $N=n=1$ fails: the only string is $\{0\}$, with no empty orbital.

```lean
/-- For `0 < N < n` the tour closes: a single excitation leads from the last string back to
the first. -/
theorem revolvingDoor_closes {n N : ℕ} (h0 : 0 < N) (h : N < n) :
    ∃ s t, (revolvingDoor n N).getLast? = some s ∧ (revolvingDoor n N).head? = some t ∧
      SingleExcitation s t := by
  obtain _ | K := N
  · omega
  obtain _ | m := n
  · omega
  refine ⟨_, _, last_revolvingDoor (by omega), head_revolvingDoor h.le,
    m, by simp, K, ?_, ?_⟩
  · simp only [Finset.mem_insert, Finset.mem_range]
    omega
  · ext x
    simp only [Finset.mem_insert, Finset.mem_erase, Finset.mem_range]
    omega
```

## The complete list needs no condition on N

The final theorem holds for all natural numbers $n$ and $N$. If $N>n$, the list is empty and $\binom nN=0$; a list with at most one entry has no neighbouring pair to check.

Its orbitals have type `Fin n`, the numbers $0,\dots,n-1$, and a determinant is a `Finset (Fin n)`. The theorem provides a list `L` with four properties: `L.Nodup` excludes repetitions; `D ∈ L ↔ D.card = N` says that the entries are exactly the $N$-electron determinants; `L.IsChain SingleExcitation` gives the single excitations; and the last property gives the length. The statement asserts that such a list exists; closure is stated separately, for `revolvingDoor`.

The proof relabels $L(n,N)$. The map `f` reads a set of natural numbers as a set of orbitals in `Fin n`, and `hback` shows that nothing is lost for subsets of $\{0,\dots,n-1\}$. Hence distinct strings remain distinct and every $N$-electron determinant is reached. The chain carries over by the earlier map lemma, since both orbitals of each excitation lie below $n$. The length is the number of $N$-element subsets, because each occurs once.

```lean
/-- All determinants of `N` electrons in `n` spin orbitals can be listed, each exactly once,
so that consecutive ones differ by a single excitation; the list has `n.choose N` entries. -/
theorem exists_single_excitation_tour (n N : ℕ) :
    ∃ L : List (Finset (Fin n)), L.Nodup ∧ (∀ D, D ∈ L ↔ D.card = N) ∧
      L.IsChain SingleExcitation ∧ L.length = n.choose N := by
  -- relabel the orbital numbers below `n` by `Fin n`
  let f : Finset ℕ → Finset (Fin n) := fun s => Finset.univ.filter (fun i => (i : ℕ) ∈ s)
  have hf : ∀ s (i : Fin n), i ∈ f s ↔ (i : ℕ) ∈ s := fun s i => by simp [f]
  have hsub : ∀ s ∈ revolvingDoor n N, s ⊆ Finset.range n := fun s hs =>
    (Finset.mem_powersetCard.1 (mem_revolvingDoor.1 hs)).1
  have hback : ∀ s, s ⊆ Finset.range n → (f s).map Fin.valEmbedding = s := by
    intro s hs
    ext x
    rw [Finset.mem_map]
    constructor
    · rintro ⟨i, hi, rfl⟩
      exact (hf s i).1 hi
    · intro hx
      exact ⟨⟨x, Finset.mem_range.1 (hs hx)⟩, (hf s _).2 hx, rfl⟩
  refine ⟨(revolvingDoor n N).map f, ?_, ?_, ?_, ?_⟩
  · refine List.Nodup.map_on ?_ (nodup_revolvingDoor n N)
    intro s hs t ht h
    rw [← hback s (hsub s hs), h, hback t (hsub t ht)]
  · intro D
    rw [List.mem_map]
    constructor
    · rintro ⟨s, hs, rfl⟩
      rw [← Finset.card_map Fin.valEmbedding, hback s (hsub s hs)]
      exact (Finset.mem_powersetCard.1 (mem_revolvingDoor.1 hs)).2
    · intro hD
      have hr : D.map Fin.valEmbedding ⊆ Finset.range n := by
        intro x hx
        obtain ⟨i, _, rfl⟩ := Finset.mem_map.1 hx
        exact Finset.mem_range.2 i.isLt
      exact ⟨D.map Fin.valEmbedding,
        mem_revolvingDoor.2 (Finset.mem_powersetCard.2 ⟨hr, by rw [Finset.card_map, hD]⟩),
        Finset.map_injective Fin.valEmbedding (hback _ hr)⟩
  · refine isChain_map_of_mem f _ ?_ (isChain_revolvingDoor n N)
    intro s hs t ht h
    have hts := hsub t ht
    obtain ⟨i, hi, a, ha, rfl⟩ := h
    refine ⟨⟨i, Finset.mem_range.1 (hsub s hs hi)⟩, (hf s _).2 hi,
      ⟨a, Finset.mem_range.1 (hts (Finset.mem_insert_self _ _))⟩,
      fun h => ha ((hf s _).1 h), ?_⟩
    ext x
    simp only [hf, Finset.mem_insert, Finset.mem_erase, Fin.ext_iff, ne_eq]
  · have hset : (revolvingDoor n N).toFinset = (Finset.range n).powersetCard N :=
      Finset.ext fun s => List.mem_toFinset.trans mem_revolvingDoor
    rw [List.length_map, ← List.toFinset_card_of_nodup (nodup_revolvingDoor n N), hset,
      Finset.card_powersetCard, Finset.card_range]

end RevolvingDoor
```

```lean
#print axioms RevolvingDoor.revolvingDoor_closes
#print axioms RevolvingDoor.exists_single_excitation_tour
```

```
'RevolvingDoor.revolvingDoor_closes' depends on axioms: [propext, Classical.choice, Quot.sound]
'RevolvingDoor.exists_single_excitation_tour' depends on axioms: [propext, Classical.choice, Quot.sound]
```
